# McWeeny purification preserves self-adjointness and commutation with the Hamiltonian, and is covariant under similarity

The density matrix and the Hamiltonian are taken here to be elements of an arbitrary ring, not matrices of a given size. A ring supplies sums, differences and products that need not commute, and a purification step uses nothing else. An adjoint is added only where self-adjointness is at stake. The results therefore hold for real or complex square matrices of any size, but they cannot speak of norms, traces or eigenvalues, which a general ring lacks.

In single-particle electronic structure with an orthonormal basis, a density matrix P whose spin-orbitals are each either filled (occupation 1) or empty (occupation 0) satisfies P² = P. Purification drives an approximate P towards this condition by repeating a polynomial step. The identities below describe that iteration in exact arithmetic, without the truncation of small elements used in linear-scaling codes.

```lean
import Mathlib

namespace McWeenyPurification

section Ring

variable {R : Type*} [Ring R]
```

The first line loads the mathematical library Mathlib. The `variable` line says: let R be any type carrying a ring structure. Every theorem up to the end of the `Ring` part holds for each such R.

## The purification step and commutation with H

```lean
/-- One McWeeny purification step, `P ↦ 3P² - 2P³`. -/
def mcweeny (P : R) : R := 3 * P ^ 2 - 2 * P ^ 3
```

This defines the function

f(P) = 3P² − 2P³.

The numerals 3 and 2 are elements of R; for matrices they mean three times and two times the identity. No condition is placed on P. Repeated steps are written `mcweeny^[n]`, which means f applied n times, not an n-th power. With a starting element P₀, write

Pₙ = fⁿ(P₀), Pₙ₊₁ = f(Pₙ).

```lean
/-- If the density matrix commutes with `H`, so does every purification iterate. -/
theorem commute_iterate {H P : R} (h : Commute H P) (n : ℕ) :
    Commute H (mcweeny^[n] P) := by
  induction n with
  | zero => exact h
  | succ n ih =>
    rw [Function.iterate_succ_apply']
    -- a polynomial in `P` with integer coefficients commutes with `H`
    exact ((Commute.ofNat_right H 3).mul_right (ih.pow_right 2)).sub_right
      ((Commute.ofNat_right H 2).mul_right (ih.pow_right 3))
```

`Commute H P` is the equation HP = PH. The theorem reads: if H commutes with P, then H commutes with fⁿ(P) for every natural number n.

By hand, HP = PH lets H pass through each factor of a power, so HP² = P²H and HP³ = P³H. Hence

H f(P) = 3HP² − 2HP³ = 3P²H − 2P³H = f(P) H.

Applying this to each iterate in turn gives the claim.

The Lean proof is the same induction. The case `zero` is the hypothesis itself. In the case `succ`, `ih` is the statement for n steps, and `Function.iterate_succ_apply'` exposes the last step as f(Pₙ). The closing expression assembles the commutation of H with powers, products and the difference.

## Change of basis and particle-hole symmetry

```lean
/-- Purification is covariant under a change of basis: the iterates of `U P U⁻¹` are the
transformed iterates of `P`. -/
theorem iterate_conj (U : Rˣ) (P : R) (n : ℕ) :
    mcweeny^[n] (U * P * (U⁻¹ : Rˣ)) = U * mcweeny^[n] P * (U⁻¹ : Rˣ) := by
  induction n with
  | zero => rfl
  | succ n ih =>
    rw [Function.iterate_succ_apply', Function.iterate_succ_apply', ih]
    unfold mcweeny
    -- inner factors `U⁻¹ U` cancel in each power
    rw [Units.conj_pow, Units.conj_pow]
    noncomm_ring
```

`Rˣ` is the type of units of R, the elements with a two-sided inverse. For matrices, U is any invertible matrix, not necessarily unitary, and U P U⁻¹ represents the same operator as P in the new basis. The density matrix commonly used with overlapping atomic orbitals, which satisfies PSP = P with the overlap matrix S, transforms instead as U P U†, where † is the conjugate transpose, and is not covered here. The theorem says

fⁿ(U P U⁻¹) = U fⁿ(P) U⁻¹.

In the square of U P U⁻¹, the inner pair cancels:

(U P U⁻¹)² = U P (U⁻¹U) P U⁻¹ = U P² U⁻¹.

The cube works likewise. Since numerals commute with everything,

f(U P U⁻¹) = 3U P² U⁻¹ − 2U P³ U⁻¹ = U f(P) U⁻¹,

and induction carries this to n steps. In Lean, `Units.conj_pow` performs the cancellation, and `noncomm_ring`, a tactic for identities in rings where the order of factors matters, collects the terms.

```lean
/-- Particle-hole symmetry: the iterates of the hole density matrix `1 - P` are the hole
density matrices of the iterates of `P`. -/
theorem iterate_hole (P : R) (n : ℕ) :
    mcweeny^[n] (1 - P) = 1 - mcweeny^[n] P := by
  induction n with
  | zero => rfl
  | succ n ih =>
    rw [Function.iterate_succ_apply', Function.iterate_succ_apply', ih]
    unfold mcweeny
    noncomm_ring
```

If P is the density matrix of the electrons, 1 − P is that of the holes. Purifying the holes gives the same result as purifying the electrons and then taking the complement. For one step,

f(1 − P) = 3(1 − 2P + P²) − 2(1 − 3P + 3P² − P³)
= 1 − 3P² + 2P³
= 1 − f(P).

The induction applies this identity to the current iterate, and `noncomm_ring` checks the expansion.

## How the idempotency error changes

```lean
/-- One step turns the idempotency error `E = P - P²` into `E² (3 + 4E)`. -/
theorem idempotency_error_step (P : R) :
    mcweeny P - mcweeny P ^ 2 = (P - P ^ 2) ^ 2 * (3 + 4 * (P - P ^ 2)) := by
  unfold mcweeny
  noncomm_ring
```

Let E = P − P² = P(1 − P), which vanishes exactly when P is idempotent. The theorem gives the error E′ after one step:

E′ = E²(3 + 4E).

To see this, factor the new density matrix and its complement:

f(P) = P²(3 − 2P),
1 − f(P) = (1 − P)²(1 + 2P).

All factors are polynomials in P and commute with each other, so

E′ = f(P)(1 − f(P)) = P²(1 − P)²(3 − 2P)(1 + 2P) = E²(3 + 4P − 4P²) = E²(3 + 4E).

Lean expands both sides and compares them.

```lean
/-- After `n` steps the idempotency error is the initial error to the power `2ⁿ`, times a
factor that commutes with the initial density matrix. -/
theorem idempotency_error_iterate (P : R) (n : ℕ) :
    ∃ C : R, Commute C P ∧
      mcweeny^[n] P - (mcweeny^[n] P) ^ 2 = (P - P ^ 2) ^ (2 ^ n) * C := by
  induction n with
  | zero => exact ⟨1, Commute.one_left P, by simp⟩
  | succ n ih =>
    obtain ⟨C, hC, hE⟩ := ih
    have hCe : Commute C (P - P ^ 2) := hC.sub_right (hC.pow_right 2)
    have hPe : Commute (P - P ^ 2) P :=
      (Commute.refl P).sub_left ((Commute.refl P).pow_left 2)
    refine ⟨C ^ 2 * (3 + 4 * ((P - P ^ 2) ^ (2 ^ n) * C)), ?_, ?_⟩
    · exact (hC.pow_left 2).mul_left ((Commute.ofNat_left 3 P).add_left
        ((Commute.ofNat_left 4 P).mul_left ((hPe.pow_left _).mul_left hC)))
    · -- squaring the old error doubles the exponent
      have hsq : ((P - P ^ 2) ^ (2 ^ n) * C) ^ 2 = (P - P ^ 2) ^ (2 ^ (n + 1)) * C ^ 2 := by
        rw [(hCe.pow_right (2 ^ n)).symm.mul_pow, ← pow_mul, pow_succ 2 n]
      rw [Function.iterate_succ_apply', idempotency_error_step, hE, hsq, mul_assoc]

end Ring
```

The symbol `∃` means "there exists". Write Eₙ = Pₙ − Pₙ² for the error after n steps, with P₀ = P. The theorem says that some C in R commutes with P and satisfies

Eₙ = E₀^(2ⁿ) C.

For n = 0, take C = 1. If Eₙ = E₀^(2ⁿ) C, then C also commutes with E₀, which is a polynomial in P, and the one-step formula gives

Eₙ₊₁ = Eₙ²(3 + 4Eₙ) = E₀^(2ⁿ⁺¹) C² (3 + 4Eₙ).

The new factor is C²(3 + 4Eₙ), and it commutes with P because each of its parts does. In the proof, `hCe` and `hPe` are the two commutation facts about E₀, and `hsq` is the squaring that doubles the exponent.

This is the algebraic pattern behind quadratic convergence, but not a convergence theorem, since C carries no bound. The number P = 2 shows the difference: its error is −2, and after one step it is −20. For a self-adjoint real or complex matrix whose occupations (eigenvalues) all lie between 0 and 1, with none equal to 1/2, the iteration does converge to an idempotent, but that is not proved here.

## Self-adjointness and the combined statement

```lean
section StarRing

variable {R : Type*} [Ring R] [StarRing R]

/-- Taking the adjoint commutes with any number of purification steps. -/
theorem star_iterate (P : R) (n : ℕ) :
    star (mcweeny^[n] P) = mcweeny^[n] (star P) := by
  induction n with
  | zero => rfl
  | succ n ih =>
    rw [Function.iterate_succ_apply', Function.iterate_succ_apply', ← ih]
    unfold mcweeny
    rw [star_sub, star_mul, star_mul, star_pow, star_pow, star_ofNat, star_ofNat]
    noncomm_ring
```

`StarRing R` adds an operation `star` that respects sums, reverses products and undoes itself when applied twice. For complex matrices it is the conjugate transpose, written † below; for real matrices it is the transpose. The theorem says

fⁿ(P)† = fⁿ(P†).

For one step, (P²)† = (P†)² and (P³)† = (P†)³, because reversing a product of equal factors changes nothing. The numerals are their own adjoints, so f(P)† = f(P†). The rewriting rules beginning with `star_` carry out these moves, and `noncomm_ring` puts the numerals back in front.

```lean
/-- If `P₀` is self-adjoint and commutes with `H`, every McWeeny iterate is self-adjoint and
commutes with `H`, and for each unit `U` the iterates of `U P₀ U⁻¹` are `U Pₙ U⁻¹`. -/
theorem mcweeny_iterates {H P₀ : R} (hP : IsSelfAdjoint P₀) (hH : Commute H P₀) (n : ℕ) :
    IsSelfAdjoint (mcweeny^[n] P₀) ∧ Commute H (mcweeny^[n] P₀) ∧
      ∀ U : Rˣ, mcweeny^[n] (U * P₀ * (U⁻¹ : Rˣ)) = U * mcweeny^[n] P₀ * (U⁻¹ : Rˣ) := by
  refine ⟨?_, commute_iterate hH n, fun U => iterate_conj U P₀ n⟩
  change star (mcweeny^[n] P₀) = mcweeny^[n] P₀
  rw [star_iterate, hP.star_eq]

end StarRing

noncomputable section Examples
```

This is the main theorem. Its hypotheses are `hP`, which says P₀† = P₀, and `hH`, which says HP₀ = P₀H. For every n it concludes, joined by `∧` ("and"), that

Pₙ† = Pₙ,
HPₙ = PₙH,
fⁿ(U P₀ U⁻¹) = U Pₙ U⁻¹ for every unit U.

The last two parts are the earlier theorems. The first follows from the adjoint rule:

Pₙ† = fⁿ(P₀)† = fⁿ(P₀†) = fⁿ(P₀) = Pₙ.

H itself need not be self-adjoint. The commutation hypothesis stands for a density matrix that is stationary under H; it is an input, and holds for instance when P₀ is built as a polynomial in H. If U is not unitary, the transformed matrix U P₀ U⁻¹ need not be self-adjoint, though the covariance formula still holds.

## Two sites, worked by hand

```lean
/-- The hopping Hamiltonian of two equivalent sites. -/
def hopping : Matrix (Fin 2) (Fin 2) ℝ := !![0, 1; 1, 0]
```

The notation `!![0, 1; 1, 0]` lists a matrix row by row. `Fin 2` labels the sites 0 and 1, and the entries are real. Call this Hamiltonian h. It has zero on-site energies and hopping element 1, and h² = 1.

```lean
/-- A trial density matrix on two equivalent sites. -/
def trial : Matrix (Fin 2) (Fin 2) ℝ := !![1/2, 1/4; 1/4, 1/2]
```

The trial density matrix has occupation 1/2 on each site and off-diagonal element 1/4:

P₀ = 1/2 + h/4.

```lean
/-- An unphysical trial matrix with site occupations `0` and `3/2`. -/
def overfilled : Matrix (Fin 2) (Fin 2) ℝ := !![0, 0; 0, 3/2]
```

The second example has occupations 0 and 3/2. The latter exceeds the limit of 1 for a spin-orbital, which makes the matrix a deliberately unphysical starting point.

```lean
/-- The purification step written out in sums of products. -/
theorem mcweeny_eq_products {R : Type*} [Ring R] (P : R) :
    mcweeny P = P * P + P * P + P * P - (P * P * P + P * P * P) := by
  unfold mcweeny
  noncomm_ring
```

This rewrites f(P) as PP + PP + PP − (PPP + PPP), so that Lean can evaluate matrix entries from sums, differences and products alone.

```lean
/-- The trial density matrix is self-adjoint and commutes with the hopping Hamiltonian, and
one purification step raises its off-diagonal element from `1/4` to `11/32`. -/
theorem mcweeny_iterates_witness :
    IsSelfAdjoint trial ∧ Commute hopping trial ∧
      mcweeny trial = !![1/2, 11/32; 11/32, 1/2] := by
  refine ⟨?_, ?_, ?_⟩
  · change star trial = trial
    ext i j
    fin_cases i <;> fin_cases j <;> simp [trial, Matrix.star_apply]
  · change hopping * trial = trial * hopping
    ext i j
    fin_cases i <;> fin_cases j <;>
      simp [hopping, trial, Matrix.mul_apply, Fin.sum_univ_succ]
  · rw [mcweeny_eq_products]
    ext i j
    fin_cases i <;> fin_cases j <;>
      norm_num [trial, Matrix.mul_apply, Fin.sum_univ_succ]
```

The theorem confirms that `trial` satisfies both hypotheses of the main theorem, and it computes the first iterate. P₀ is symmetric, and it commutes with h because it is a polynomial in h. Using h² = 1,

P₀² = 5/16 + h/4,
P₀³ = 7/32 + (13/64)h,
P₁ = 3P₀² − 2P₀³ = 1/2 + (11/32)h.

The off-diagonal element therefore rises from 1/4 to 11/32. In terms of eigenvalues, the occupations 3/4 and 1/4 become 27/32 and 5/32, each closer to an integer. The error formula agrees: E₀ = 3/16 times the identity, and

E₁ = (3/16)²(3 + 3/4) = 135/1024 = (27/32)(5/32).

The orbital being filled is the symmetric combination of the two sites, which has energy +1 under h and is the higher of the two levels. Purification sharpens the occupations it is given; commuting with H does not make the result a ground state.

In the Lean proof, `ext i j` reduces a matrix equation to its entries, `fin_cases` runs through the four index pairs, and `simp` or `norm_num` does the arithmetic.

```lean
/-- The converse fails: the overfilled density matrix is self-adjoint and does not commute with
the hopping Hamiltonian, but its first purification iterate does. -/
theorem commute_not_reflected :
    IsSelfAdjoint overfilled ∧ ¬ Commute hopping overfilled ∧
      Commute hopping (mcweeny overfilled) := by
  refine ⟨?_, ?_, ?_⟩
  · change star overfilled = overfilled
    ext i j
    fin_cases i <;> fin_cases j <;> simp [overfilled, Matrix.star_apply]
  · intro h
    have h01 := congrFun (congrFun h.eq 0) 1
    norm_num [hopping, overfilled, Matrix.mul_apply, Fin.sum_univ_succ] at h01
  · -- the occupation `3/2` is a root of `3x² - 2x³`
    have h0 : mcweeny overfilled = 0 := by
      rw [mcweeny_eq_products]
      ext i j
      fin_cases i <;> fin_cases j <;>
        norm_num [overfilled, Matrix.mul_apply, Fin.sum_univ_succ]
    rw [h0]
    exact Commute.zero_right hopping

end Examples

end McWeenyPurification
```

Commutation is passed forward by purification, but without a condition on the occupations it cannot be inferred backward. Call the overfilled matrix D = diag(0, 3/2). It is symmetric, and the entries in row 0, column 1 show that it does not commute with h:

(hD)₀₁ = 3/2, (Dh)₀₁ = 0.

Yet one step sends both occupations to zero, since f(0) = 0 and

f(3/2) = 3·(9/4) − 2·(27/8) = 27/4 − 27/4 = 0.

So f(D) = 0, which commutes with everything. The proof follows this route: `h01` extracts the contradictory entry, and `h0` establishes that the purified matrix is zero. The unphysical occupation matters here. On the interval from 0 to 1 the function 3x² − 2x³ is strictly increasing, so a self-adjoint starting matrix with all occupations in that range is a polynomial in its purified iterate, and it commutes with H whenever the iterate does. The step also need not conserve the number of electrons. Here the trace falls from 3/2 to 0, and this is not special to unphysical occupations: diag(0, 1/4) becomes diag(0, 5/32).

```lean
#print axioms McWeenyPurification.iterate_hole
#print axioms McWeenyPurification.idempotency_error_iterate
#print axioms McWeenyPurification.mcweeny_iterates
#print axioms McWeenyPurification.commute_not_reflected
```

```
'McWeenyPurification.iterate_hole' depends on axioms: [propext, Quot.sound]
'McWeenyPurification.idempotency_error_iterate' depends on axioms: [propext, Quot.sound]
'McWeenyPurification.mcweeny_iterates' depends on axioms: [propext, Classical.choice, Quot.sound]
'McWeenyPurification.commute_not_reflected' depends on axioms: [propext, Classical.choice, Quot.sound]
```
